# The static Kramers-Kronig relation for a finite sum of Debye relaxation processes

Q: The formal definition takes the response χ(ω) to be a finite sum of Debye terms, written directly as a function of real frequency. I would have started from a causal response in time. Has the physics been lost?

A: For this model the two starting points agree. Let process j have a real weight a_j and a relaxation time τ_j > 0. After a sharp kick at time zero, the system responds with

φ(t) = ∑_j (a_j/τ_j) exp(−t/τ_j), t ≥ 0,

and with nothing before the kick. The one-sided Fourier transform is

∫₀^∞ φ(t) exp(iωt) dt = ∑_j a_j/(1 − iωτ_j) = χ(ω).

The code starts from the right-hand side, and the transform is background to it.

```lean
import Mathlib

open MeasureTheory Set Filter
open scoped Topology

namespace DebyeStaticKramersKronig

noncomputable section

variable {ι : Type*} [Fintype ι]

/-- The response at real frequency `ω` of finitely many Debye relaxation processes with
weights `a j` and relaxation times `τ j`. -/
def chi (a τ : ι → ℝ) (ω : ℝ) : ℂ :=
  ∑ j, (a j : ℂ) / (1 - Complex.I * ω * τ j)
```

Q: What do the types say?

A: The index type `ι` is finite and labels the processes. The functions `a` and `τ` assign a real weight and a real time to each label, and `chi a τ ω` is a complex number for each real `ω`. The definition puts no sign condition on the times; the theorems that need one state it.

Two conventions are fixed here. The minus sign in the denominator belongs to fields that vary as exp(−iωt), with ω an angular frequency, so nonnegative weights and positive times give a nonnegative loss Im χ at positive frequency. There is also no instantaneous background χ_∞, so χ is the relaxing part of the susceptibility only.

Q: Why does the background matter? It is real and does not enter the loss.

A: That is why it matters. A nonzero real constant would shift χ(0) and leave Im χ unchanged, so the relation would fail unless the constant were subtracted first. The condition τ_j > 0 guards against the same thing: a process with τ_j = 0 and a_j ≠ 0 is such a constant, so τ_j ≥ 0 would not be enough.

Q: Then derive the relation for me by hand.

A: At zero frequency every denominator is 1, so

χ(0) = ∑_j a_j.

For the loss, multiply the numerator and denominator of each term by 1 + iωτ_j:

a_j/(1 − iωτ_j) = a_j(1 + iωτ_j)/(1 + (ωτ_j)²).

The imaginary part of the sum is

Im χ(ω) = ∑_j a_j ωτ_j/(1 + (ωτ_j)²).

For ω ≠ 0, division by ω leaves Lorentzians centred at zero:

Im χ(ω)/ω = ∑_j a_j τ_j/(1 + (ωτ_j)²).

Since the derivative of arctan(ωτ_j) with respect to ω is τ_j/(1 + (ωτ_j)²), and arctan 0 = 0, the integral up to a cutoff Ω > 0 is

∫₀^Ω Im χ(ω)/ω dω = ∑_j a_j arctan(Ωτ_j).

Each Lorentzian falls off as 1/ω², so it is integrable on the half-line. As Ω grows, every arctangent tends to π/2, because τ_j > 0. Hence

∫₀^∞ Im χ(ω)/ω dω = (π/2) ∑_j a_j = (π/2) χ(0).

Q: Where does the code do the complex algebra?

A: In the first two lemmas. The static value follows by simplification:

```lean
/-- The static response is the sum of the weights. -/
theorem chi_zero (a τ : ι → ℝ) : chi a τ 0 = ((∑ j, a j : ℝ) : ℂ) := by
  simp [chi]
```

For the loss, `Complex.im_sum` moves the imaginary part inside the sum. The facts `hre` and `him` record that the denominator has real part 1 and imaginary part −ωτ_j. `Complex.div_im` then gives the imaginary part of the quotient, which is the same result as multiplying by the conjugate.

```lean
/-- The loss, the imaginary part of the response, is a sum of Debye peaks. -/
theorem chi_im (a τ : ι → ℝ) (ω : ℝ) :
    (chi a τ ω).im = ∑ j, a j * (ω * τ j) / (1 + (ω * τ j) ^ 2) := by
  unfold chi
  rw [Complex.im_sum]
  refine Finset.sum_congr rfl fun j _ => ?_
  have hre : (1 - Complex.I * ω * τ j : ℂ).re = 1 := by simp
  have him : (1 - Complex.I * ω * τ j : ℂ).im = -(ω * τ j) := by simp
  rw [Complex.div_im, Complex.normSq_apply, hre, him, Complex.ofReal_re, Complex.ofReal_im]
  ring
```

Q: And the division by ω?

A: That is the next lemma, with ω ≠ 0 as a hypothesis. `field_simp` cancels the common factor in each term.

```lean
/-- At nonzero frequency, the loss divided by the frequency is a sum of Lorentzians
centred at zero frequency. -/
theorem chi_im_div (a τ : ι → ℝ) {ω : ℝ} (hω : ω ≠ 0) :
    (chi a τ ω).im / ω = ∑ j, a j * τ j / (1 + (ω * τ j) ^ 2) := by
  rw [chi_im, Finset.sum_div]
  refine Finset.sum_congr rfl fun j _ => ?_
  have hD : 1 + (ω * τ j) ^ 2 ≠ 0 := by positivity
  field_simp
```

The antiderivative comes next. The chain rule is applied to arctan(xτ_j), the result is multiplied by a_j, and the terms are added. This holds for any real times.

```lean
/-- The sum of Lorentzians is the frequency derivative of a weighted sum of arctangents. -/
theorem hasDerivAt_arctan_sum (a τ : ι → ℝ) (ω : ℝ) :
    HasDerivAt (fun x : ℝ => ∑ j, a j * Real.arctan (x * τ j))
      (∑ j, a j * τ j / (1 + (ω * τ j) ^ 2)) ω := by
  refine HasDerivAt.fun_sum fun j _ => ?_
  have h1 : HasDerivAt (fun x : ℝ => x * τ j) (τ j) ω := by
    simpa using (hasDerivAt_id ω).mul_const (τ j)
  exact (h1.arctan.const_mul (a j)).congr_deriv (by ring)
```

Q: Is the finite-band formula a numerical approximation?

A: No, it is an equality for every Ω > 0. The interval integral runs over frequencies greater than zero and up to Ω, so the loss over frequency can be replaced by the Lorentzian sum throughout. That sum is continuous, and the fundamental theorem of calculus gives the difference of the antiderivative at the two ends. The lower end contributes zero.

```lean
/-- The integral of the loss over frequency, taken from zero up to a positive cutoff `Ω`,
is a weighted sum of arctangents. -/
theorem integral_band (a τ : ι → ℝ) {Ω : ℝ} (hΩ : 0 < Ω) :
    ∫ ω in (0 : ℝ)..Ω, (chi a τ ω).im / ω = ∑ j, a j * Real.arctan (Ω * τ j) := by
  have hcont : Continuous fun ω : ℝ => ∑ j, a j * τ j / (1 + (ω * τ j) ^ 2) :=
    continuous_finsetSum _ fun j _ =>
      continuous_const.div (by fun_prop) (fun ω => by positivity)
  have h : ∫ ω in Ioc 0 Ω, (chi a τ ω).im / ω
      = ∫ ω in Ioc 0 Ω, ∑ j, a j * τ j / (1 + (ω * τ j) ^ 2) :=
    setIntegral_congr_fun measurableSet_Ioc fun ω hω => chi_im_div a τ hω.1.ne'
  rw [intervalIntegral.integral_of_le hΩ.le, h, ← intervalIntegral.integral_of_le hΩ.le,
    intervalIntegral.integral_eq_sub_of_hasDerivAt
      (fun ω _ => hasDerivAt_arctan_sum a τ ω) (hcont.intervalIntegrable _ _)]
  simp
```

Q: Now read me the main theorem. I see a conjunction and some casts between real and complex numbers.

A: Given any real weights and strictly positive times, the first part says that Im χ(ω)/ω is integrable on `Ioi 0`, the frequencies greater than zero. The second says that its integral, regarded as a complex number, equals π/2 times the complex number χ(0). The casts are needed because the loss is real while `chi` is complex-valued.

The first part carries weight: Lean assigns the value zero to the integral of a non-integrable function, so integrability is what lets you read the second part as an area.

```lean
/-- Static Kramers-Kronig relation for Debye relaxation: for positive relaxation times, the
loss over frequency is integrable on the positive axis and its integral is `π / 2` times the
static response. -/
theorem static_kramers_kronig (a τ : ι → ℝ) (hτ : ∀ j, 0 < τ j) :
    IntegrableOn (fun ω : ℝ => (chi a τ ω).im / ω) (Ioi 0) ∧
    ((∫ ω in Ioi (0 : ℝ), (chi a τ ω).im / ω : ℝ) : ℂ) = (Real.pi / 2 : ℝ) * chi a τ 0 := by
  -- each Lorentzian is a rescaled copy of the integrable function 1 / (1 + x²)
  have hint : Integrable fun ω : ℝ => ∑ j, a j * τ j / (1 + (ω * τ j) ^ 2) := by
    refine MeasureTheory.integrable_finsetSum _ fun j _ => ?_
    simpa only [div_eq_mul_inv] using
      (integrable_inv_one_add_sq.comp_mul_right' (hτ j).ne').const_mul (a j * τ j)
  -- each arctangent saturates at π / 2
  have hlim : Tendsto (fun x : ℝ => ∑ j, a j * Real.arctan (x * τ j)) atTop
      (𝓝 (∑ j, a j * (Real.pi / 2))) := by
    refine tendsto_finsetSum _ fun j _ => Tendsto.const_mul (a j) ?_
    exact (Real.tendsto_arctan_atTop.mono_right nhdsWithin_le_nhds).comp
      (tendsto_id.atTop_mul_const (hτ j))
  have h : ∫ ω in Ioi (0 : ℝ), (chi a τ ω).im / ω
      = ∫ ω in Ioi (0 : ℝ), ∑ j, a j * τ j / (1 + (ω * τ j) ^ 2) :=
    setIntegral_congr_fun measurableSet_Ioi fun ω hω => chi_im_div a τ (ne_of_gt hω)
  constructor
  · exact hint.integrableOn.congr_fun
      (fun ω hω => (chi_im_div a τ (ne_of_gt hω)).symm) measurableSet_Ioi
  · rw [h, integral_Ioi_of_hasDerivAt_of_tendsto'
      (fun ω _ => hasDerivAt_arctan_sum a τ ω) hint.integrableOn hlim, chi_zero,
      ← Complex.ofReal_mul, ← Finset.sum_mul]
    congr 1
    simp [mul_comm]
```

In the proof, `hint` establishes integrability by rescaling 1/(1 + x²) with the nonzero factor τ_j. `hlim` is the saturation of the arctangents at π/2, where positivity of τ_j sends Ωτ_j to +∞. The equality `h` replaces the integrand by Lorentzians, and `integral_Ioi_of_hasDerivAt_of_tendsto'` evaluates the integral as the limit at infinity minus the value at zero.

Q: I associate Kramers-Kronig with causality and with the real part at every frequency. Where is that?

A: The theorem is much narrower. It concerns one frequency, zero, and one family of responses, finite Debye sums. Causality enters through the assumed form: with τ_j > 0, the pole of each term lies at ω = −i/τ_j, in the lower half-plane. The proof uses no contour integral and no general analyticity. A general causal response, or the real part at nonzero frequency, calls for a different argument.

Nor is there a Hamiltonian, a temperature or a fluctuation spectrum here. The weights and times are given numbers that stand for the strengths and decay times of the relaxation channels, and a continuous distribution of times is a different model.

Q: Spectroscopists plot the loss itself on a logarithmic frequency axis. Does the relation say anything about that plot?

A: Yes. Put ω = exp u, with ω measured in a chosen unit. Then dω = ω du, and the Jacobian cancels the division by frequency:

∫₀^∞ Im χ(ω)/ω dω = ∫ Im χ(exp u) du,

with u running over the whole real line. The area under the loss curve, counted as negative where the loss is negative, is therefore (π/2) χ(0). The logarithm is natural; on a decade axis the area is smaller by a factor ln 10.

```lean
/-- For positive relaxation times, the loss plotted against the natural logarithm `u` of the
frequency is integrable, and the signed area under it is `π / 2` times the static response. -/
theorem log_frequency_area (a τ : ι → ℝ) (hτ : ∀ j, 0 < τ j) :
    Integrable (fun u : ℝ => (chi a τ (Real.exp u)).im) ∧
    ((∫ u : ℝ, (chi a τ (Real.exp u)).im : ℝ) : ℂ) = (Real.pi / 2 : ℝ) * chi a τ 0 := by
  obtain ⟨h1, h2⟩ := static_kramers_kronig a τ hτ
  have hd : ∀ u ∈ (univ : Set ℝ), HasDerivWithinAt Real.exp (Real.exp u) univ u :=
    fun u _ => (Real.hasDerivAt_exp u).hasDerivWithinAt
  have himg : Real.exp '' univ = Ioi 0 := by rw [image_univ, Real.range_exp]
  -- the Jacobian of ω = exp u cancels the factor 1 / ω
  have hpt : (fun u : ℝ => |Real.exp u| • ((chi a τ (Real.exp u)).im / Real.exp u))
      = fun u => (chi a τ (Real.exp u)).im := by
    funext u
    rw [abs_of_pos (Real.exp_pos u), smul_eq_mul]
    field_simp
  have hi : IntegrableOn
      (fun u : ℝ => |Real.exp u| • ((chi a τ (Real.exp u)).im / Real.exp u)) univ :=
    (integrableOn_image_iff_integrableOn_abs_deriv_smul MeasurableSet.univ hd
      Real.exp_injective.injOn (fun ω => (chi a τ ω).im / ω)).1 (by rw [himg]; exact h1)
  have he : ∫ ω in Ioi (0 : ℝ), (chi a τ ω).im / ω
      = ∫ u in univ, |Real.exp u| • ((chi a τ (Real.exp u)).im / Real.exp u) := by
    rw [← himg]
    exact integral_image_eq_integral_abs_deriv_smul MeasurableSet.univ hd
      Real.exp_injective.injOn (fun ω => (chi a τ ω).im / ω)
  rw [hpt, integrableOn_univ] at hi
  rw [hpt, Measure.restrict_univ] at he
  exact ⟨hi, by rw [← he]; exact h2⟩
```

The proof uses the fact that the exponential is injective and maps the real line onto the positive half-line (`himg`). The identity `hpt` is the cancellation just described. The change-of-variables theorem is used twice, once to carry over integrability (`hi`) and once to carry over the value (`he`).

Q: My spectrometer stops somewhere. How much of the static response can be hiding above the cutoff?

A: Subtract the band integral from the full value. For x > 0, π/2 − arctan x = arctan(1/x), so the missing part is

(π/2) χ(0) − ∫₀^Ω Im χ(ω)/ω dω = ∑_j a_j arctan(1/(Ωτ_j)).

For y > 0 we also have 0 < arctan y < y. If all weights are nonnegative, it follows that

0 ≤ missing part ≤ (1/Ω) ∑_j a_j/τ_j.

This is the missing part of the integral; the corresponding part of χ(0) is 2/π times it. Of two processes with the same positive weight, the faster one contributes more to the bound and also to the missing part itself, because its loss peaks at a higher frequency.

```lean
/-- For nonnegative weights and positive relaxation times, the part of the sum rule missed by
stopping at a cutoff `Ω > 0` is nonnegative and at most `(∑ j, a j / τ j) / Ω`. -/
theorem cutoff_error (a τ : ι → ℝ) (ha : ∀ j, 0 ≤ a j) (hτ : ∀ j, 0 < τ j)
    {Ω : ℝ} (hΩ : 0 < Ω) :
    0 ≤ Real.pi / 2 * (chi a τ 0).re - ∫ ω in (0 : ℝ)..Ω, (chi a τ ω).im / ω ∧
    Real.pi / 2 * (chi a τ 0).re - ∫ ω in (0 : ℝ)..Ω, (chi a τ ω).im / ω
      ≤ (∑ j, a j / τ j) / Ω := by
  -- the missing part is a sum of arctangents of 1 / (Ω τ)
  have key : Real.pi / 2 * ∑ j, a j - ∑ j, a j * Real.arctan (Ω * τ j)
      = ∑ j, a j * Real.arctan (Ω * τ j)⁻¹ := by
    rw [Finset.mul_sum, ← Finset.sum_sub_distrib]
    refine Finset.sum_congr rfl fun j _ => ?_
    rw [Real.arctan_inv_of_pos (mul_pos hΩ (hτ j))]
    ring
  have hpos : ∀ j, 0 < Real.arctan (Ω * τ j)⁻¹ := fun j => by
    rw [Real.arctan_inv_of_pos (mul_pos hΩ (hτ j))]
    linarith [Real.arctan_lt_pi_div_two (Ω * τ j)]
  rw [integral_band a τ hΩ, chi_zero, Complex.ofReal_re, key]
  refine ⟨Finset.sum_nonneg fun j _ => mul_nonneg (ha j) (hpos j).le, ?_⟩
  rw [Finset.sum_div]
  refine Finset.sum_le_sum fun j _ => ?_
  have hle : Real.arctan (Ω * τ j)⁻¹ ≤ (Ω * τ j)⁻¹ := by
    have h := Real.lt_tan (hpos j) (Real.arctan_lt_pi_div_two _)
    rw [Real.tan_arctan] at h
    exact h.le
  calc a j * Real.arctan (Ω * τ j)⁻¹ ≤ a j * (Ω * τ j)⁻¹ :=
        mul_le_mul_of_nonneg_left hle (ha j)
    _ = a j / τ j / Ω := by ring

end

end DebyeStaticKramersKronig
```

Here `key` is the identity for the missing part, and `hpos` gives the positivity of each arctangent. The inequality `hle` comes from θ < tan θ, applied to the angle θ = arctan y. Multiplying by a_j preserves the inequalities because a_j ≥ 0. The statement uses `(chi a τ 0).re` so that it compares real numbers; by `chi_zero` this is the sum of the weights.

Q: What if one weight is negative?

A: The main relation and the logarithmic one still hold, since they allow any real weights. The cutoff bounds can fail: with a single process of negative weight, the missing part is negative.

Q: Give me numbers.

A: Take two processes with dimensionless weights a_1 = 2 and a_2 = 1, and times τ_1 = 1 ps and τ_2 = √3 ps. Then χ(0) = 3, and the full integral is

(π/2) · 3 ≈ 4.712.

Stop at Ω = 1 rad/ps. The band integral is

2 arctan 1 + arctan √3 = π/2 + π/3 = 5π/6 ≈ 2.618.

The missing part is 2π/3 ≈ 2.094, below the bound 2 + 1/√3 ≈ 2.577. At Ω = 10 rad/ps the missing part is

2 arctan(0.1) + arctan(0.1/√3) ≈ 0.2570,

and the bound is 0.2577. Far above the relaxation rates the bound is close to the true remainder.

Q: Where would I use this?

A: When a simulated or measured dielectric spectrum has been fitted by finitely many Debye processes, the relation holds automatically within the fit, so it can't test the fit by itself. What it offers is a comparison: 2/π times the integral of Im χ(ω)/ω over positive frequencies can be set against a static response obtained independently, once any instantaneous background has been subtracted from the latter. The cutoff bound limits how much of the fitted integral can lie above the band, provided the fitted weights are nonnegative. It takes the band to start at zero frequency, so a gap at the low end of real data needs its own estimate.

```lean
#print axioms DebyeStaticKramersKronig.static_kramers_kronig
#print axioms DebyeStaticKramersKronig.log_frequency_area
#print axioms DebyeStaticKramersKronig.cutoff_error
```

```
'DebyeStaticKramersKronig.static_kramers_kronig' depends on axioms: [propext, Classical.choice, Quot.sound]
'DebyeStaticKramersKronig.log_frequency_area' depends on axioms: [propext, Classical.choice, Quot.sound]
'DebyeStaticKramersKronig.cutoff_error' depends on axioms: [propext, Classical.choice, Quot.sound]
```
